# A Morse crystal with one exponentially softening classical mode has no local free-energy minimum from $T=D/(2g)$ upwards

For $D,g>0$, the free energy

$$F(x)=D(1-e^{-x})^2-gTx$$

has a stationary point exactly when $T\le D/(2g)$. It has a strict local minimum exactly when $T<D/(2g)$, and then only at

$$x_0=-\ln\frac{1+s}{2},\qquad s=\sqrt{1-2gT/D}.$$

Here $x$ is a scaled strain (the stretch from the Morse minimum divided by the decay length of the Morse exponential), $D$ the well depth, $T$ the temperature in energy units and $g$ the rate at which the logarithm of the frequency of the model's one classical mode falls with strain. For this one-strain classical model at zero external pressure, the result locates the temperature at which the local minimum sought by a quasi-harmonic calculation disappears.

```lean
import Mathlib

open Filter Topology

namespace MorseQuasiHarmonic

noncomputable section

/-- Strain-dependent free energy of a Morse crystal of well depth `D` with one classical mode whose
log-frequency falls with strain at the rate `g`, at temperature `T`. -/
def freeEnergy (D g T x : ℝ) : ℝ := D * (1 - Real.exp (-x)) ^ 2 - g * T * x
```

This is $F(x)$, with all four quantities real numbers. The definition assumes no positivity; each theorem states its own hypotheses.

```lean
/-- The dimensionless distance from the instability, `√(1 - 2gT/D)`, for `D > 0` and
`2gT ≤ D`. -/
def stabilityRoot (D g T : ℝ) : ℝ := Real.sqrt (1 - 2 * g * T / D)
```

This is $s$. Lean's square root of a negative number is $0$, so `stabilityRoot` has its physical meaning only for $2gT\le D$.

```lean
/-- The candidate equilibrium strain `-log ((1 + √(1 - 2gT/D)) / 2)`, for `D > 0` and
`2gT ≤ D`. -/
def eqStrain (D g T : ℝ) : ℝ := -Real.log ((1 + stabilityRoot D g T) / 2)
```

This is $x_0$, the candidate equilibrium strain.

```lean
/-- The Morse energy plus the classical free energy of a mode of frequency `ω exp(-gx)`, `ω > 0`,
is `freeEnergy` plus a term independent of strain (units with `ħ = k_B = 1`). -/
theorem morse_add_classical_mode (D g T x : ℝ) {ω : ℝ} (hω : 0 < ω) :
    D * (1 - Real.exp (-x)) ^ 2 + T * (Real.log (ω * Real.exp (-(g * x))) - Real.log T)
      = freeEnergy D g T x + T * (Real.log ω - Real.log T) := by
  rw [Real.log_mul hω.ne' (Real.exp_ne_zero _), Real.log_exp]
  unfold freeEnergy
  ring
```

At a temperature $T>0$, a classical mode of frequency $\omega e^{-gx}$ contributes $T\ln(\omega e^{-gx}/T)=T(\ln\omega-\ln T)-gTx$. Adding the Morse energy gives $F(x)$ plus a term without $x$. With several such modes, $g$ in $F$ would be the sum of their rates. The exponential softening is postulated: $g=-d\ln\omega/dx$ is a constant counterpart of the Grüneisen parameter $-d\ln\omega/d\ln V$, with $V$ the volume, and is not derived from the Morse curvature. Zero-point energy and external pressure are absent.

```lean
private lemma hasDerivAt_exp_neg (x : ℝ) :
    HasDerivAt (fun y : ℝ => Real.exp (-y)) (-Real.exp (-x)) x :=
  (hasDerivAt_neg' x).exp.congr_deriv (by ring)
```

The derivative of $e^{-x}$ is $-e^{-x}$; `HasDerivAt f a x` says that $f$ has derivative $a$ at $x$.

```lean
/-- The slope of the free energy is the Morse restoring force minus the thermal
pressure `gT`. -/
theorem hasDerivAt_freeEnergy (D g T x : ℝ) :
    HasDerivAt (freeEnergy D g T)
      (2 * D * Real.exp (-x) * (1 - Real.exp (-x)) - g * T) x := by
  have hf : freeEnergy D g T =
      fun y => D * ((1 - Real.exp (-y)) * (1 - Real.exp (-y))) - g * T * y := by
    funext y
    unfold freeEnergy
    ring
  have h1 := (hasDerivAt_exp_neg x).const_sub 1
  rw [hf]
  exact (((h1.fun_mul h1).const_mul D).fun_sub
    ((hasDerivAt_id' x).const_mul (g * T))).congr_deriv (by ring)
```

With $u=e^{-x}$, the product rule gives

$$F'(x)=2Du(1-u)-gT=\tfrac12\left[D-2gT-D(2u-1)^2\right].$$

The second form, a completed square, drives most of what follows.

```lean
private lemma continuous_freeEnergy (D g T : ℝ) : Continuous (freeEnergy D g T) :=
  continuous_iff_continuousAt.mpr fun z => (hasDerivAt_freeEnergy D g T z).continuousAt
```

Being differentiable, $F$ is continuous.

```lean
private lemma exp_neg_eqStrain (D g T : ℝ) :
    Real.exp (-eqStrain D g T) = (1 + stabilityRoot D g T) / 2 := by
  have h : 0 ≤ stabilityRoot D g T := Real.sqrt_nonneg _
  unfold eqStrain
  rw [neg_neg, Real.exp_log (by positivity)]
```

At $x_0$, $u=(1+s)/2$.

```lean
private lemma stabilityRoot_sq {D g T : ℝ} (hD : 0 < D) (hg : 0 < g) (hT : T ≤ D / (2 * g)) :
    D * stabilityRoot D g T ^ 2 = D - 2 * g * T := by
  have h1 : T * (2 * g) ≤ D := (le_div_iff₀ (by positivity)).mp hT
  have h2 : 0 ≤ 1 - 2 * g * T / D := by
    rw [sub_nonneg, div_le_one hD]
    linarith
  have h3 : 2 * g * T / D * D = 2 * g * T := div_mul_cancel₀ _ hD.ne'
  unfold stabilityRoot
  rw [Real.sq_sqrt h2]
  linear_combination -h3
```

For $T\le D/(2g)$ the root is real and $Ds^2=D-2gT$, so $F'=\tfrac D2[s^2-(2u-1)^2]$.

```lean
private lemma stabilityRoot_pos {D g T : ℝ} (hD : 0 < D) (hg : 0 < g) (hT : T < D / (2 * g)) :
    0 < stabilityRoot D g T := by
  have h1 : T * (2 * g) < D := (lt_div_iff₀ (by positivity)).mp hT
  apply Real.sqrt_pos.mpr
  rw [sub_pos, div_lt_one hD]
  linarith
```

Strictly below the threshold, $s>0$.

```lean
private lemma exp_neg_log_two : Real.exp (-Real.log 2) = 1 / 2 := by
  rw [Real.exp_neg, Real.exp_log (by norm_num)]
  norm_num
```

The strain $\ln 2$ corresponds to $u=1/2$, where the Morse force resisting expansion is greatest.

```lean
/-- For `D, g > 0` the free energy has a stationary strain exactly when `T ≤ D/(2g)`. -/
theorem exists_stationary_iff {D g T : ℝ} (hD : 0 < D) (hg : 0 < g) :
    (∃ x, HasDerivAt (freeEnergy D g T) 0 x) ↔ T ≤ D / (2 * g) := by
  constructor
  · rintro ⟨x, hx⟩
    have h := hx.unique (hasDerivAt_freeEnergy D g T x)
    rw [le_div_iff₀ (by positivity)]
    nlinarith [mul_nonneg hD.le (sq_nonneg (2 * Real.exp (-x) - 1))]
  · intro hT
    have hs := stabilityRoot_sq hD hg hT
    refine ⟨eqStrain D g T, (hasDerivAt_freeEnergy D g T _).congr_deriv ?_⟩
    rw [exp_neg_eqStrain]
    linear_combination (-1 / 2) * hs
```

If $F'(x)=0$, then $D-2gT=D(2u-1)^2\ge0$, hence $T\le D/(2g)$; `nlinarith` receives this square as a hint. Conversely, $u=(1+s)/2$ makes $F'$ vanish, so $x_0$ is stationary.

```lean
/-- For `D, g > 0` and `T < D/(2g)` the equilibrium strain lies below `log 2`. -/
theorem eqStrain_lt_log_two {D g T : ℝ} (hD : 0 < D) (hg : 0 < g) (hT : T < D / (2 * g)) :
    eqStrain D g T < Real.log 2 := by
  have hs := stabilityRoot_pos hD hg hT
  have h : Real.exp (-Real.log 2) < Real.exp (-eqStrain D g T) := by
    rw [exp_neg_log_two, exp_neg_eqStrain]
    linarith
  linarith [Real.exp_lt_exp.mp h]
```

Since $s>0$, $u=(1+s)/2>1/2$ at $x_0$, which means $x_0<\ln2$.

```lean
/-- For `D, g > 0` and `T < D/(2g)` the equilibrium strain has strictly lower free energy than
every other strain below `log 2`. -/
theorem freeEnergy_eqStrain_lt {D g T y : ℝ} (hD : 0 < D) (hg : 0 < g)
    (hT : T < D / (2 * g)) (hy : y < Real.log 2) (hne : y ≠ eqStrain D g T) :
    freeEnergy D g T (eqStrain D g T) < freeEnergy D g T y := by
  have hs := stabilityRoot_pos hD hg hT
  have hsq := stabilityRoot_sq hD hg hT.le
  have hx := exp_neg_eqStrain D g T
  rcases lt_or_gt_of_ne hne with hlt | hgt
  · -- in compression the free energy falls towards equilibrium
    have anti : StrictAntiOn (freeEnergy D g T) (Set.Iic (eqStrain D g T)) := by
      apply strictAntiOn_of_deriv_neg (convex_Iic _) (continuous_freeEnergy D g T).continuousOn
      intro z hz
      rw [interior_Iic] at hz
      rw [(hasDerivAt_freeEnergy D g T z).deriv]
      have hu := Real.exp_lt_exp.mpr (neg_lt_neg (Set.mem_Iio.mp hz))
      rw [hx] at hu
      have h1 : 0 < 2 * Real.exp (-z) - 1 - stabilityRoot D g T := by linarith
      have h2 : 0 < 2 * Real.exp (-z) - 1 + stabilityRoot D g T := by linarith
      nlinarith [mul_pos hD (mul_pos h1 h2)]
    exact anti (Set.mem_Iic.mpr hlt.le) (Set.mem_Iic.mpr le_rfl) hlt
  · -- in expansion it rises up to the strain `log 2`
    have mono : StrictMonoOn (freeEnergy D g T) (Set.Icc (eqStrain D g T) (Real.log 2)) := by
      apply strictMonoOn_of_deriv_pos (convex_Icc _ _) (continuous_freeEnergy D g T).continuousOn
      intro z hz
      rw [interior_Icc] at hz
      rw [(hasDerivAt_freeEnergy D g T z).deriv]
      have hu := Real.exp_lt_exp.mpr (neg_lt_neg hz.1)
      have hl := Real.exp_lt_exp.mpr (neg_lt_neg hz.2)
      rw [hx] at hu
      rw [exp_neg_log_two] at hl
      have h1 : 0 < stabilityRoot D g T - (2 * Real.exp (-z) - 1) := by linarith
      have h2 : 0 < stabilityRoot D g T + (2 * Real.exp (-z) - 1) := by linarith
      nlinarith [mul_pos hD (mul_pos h1 h2)]
    exact mono ⟨le_rfl, hgt.le.trans hy.le⟩ ⟨hgt.le, hy.le⟩ hgt
```

For $x<x_0$ we have $2u-1>s$, so $F'<0$. For $x_0<x<\ln2$ we have $0<2u-1<s$, so $F'>0$. Thus $F$ falls to $x_0$ and then rises, and $x_0$ beats every other strain below $\ln2$. The steps `anti` and `mono` are these two monotonicity statements.

```lean
/-- For `D, g > 0` any local minimum of the free energy, strict or not, requires `T < D/(2g)`
and sits at the equilibrium strain. -/
theorem eq_eqStrain_of_isLocalMin {D g T x : ℝ} (hD : 0 < D) (hg : 0 < g)
    (h : IsLocalMin (freeEnergy D g T) x) : T < D / (2 * g) ∧ x = eqStrain D g T := by
  have h0 := h.hasDerivAt_eq_zero (hasDerivAt_freeEnergy D g T x)
  have hu : 1 / 2 < Real.exp (-x) := by
    by_contra hcon
    have hle := not_lt.mp hcon
    -- otherwise the free energy decreases on further expansion
    have anti : StrictAntiOn (freeEnergy D g T) (Set.Ici x) := by
      apply strictAntiOn_of_deriv_neg (convex_Ici _) (continuous_freeEnergy D g T).continuousOn
      intro z hz
      rw [interior_Ici] at hz
      rw [(hasDerivAt_freeEnergy D g T z).deriv]
      have hv := Real.exp_lt_exp.mpr (neg_lt_neg (Set.mem_Ioi.mp hz))
      have h1 : 0 < Real.exp (-x) - Real.exp (-z) := by linarith
      have h2 : 0 < 1 - Real.exp (-x) - Real.exp (-z) := by linarith
      nlinarith [mul_pos hD (mul_pos h1 h2)]
    have h' : ∀ᶠ y in 𝓝 x, freeEnergy D g T x ≤ freeEnergy D g T y := h
    have h'' : ∀ᶠ y in 𝓝[>] x, freeEnergy D g T x ≤ freeEnergy D g T y :=
      h'.filter_mono nhdsWithin_le_nhds
    obtain ⟨y, hy, hxy⟩ := (h''.and eventually_mem_nhdsWithin).exists
    have hxy' : x < y := hxy
    exact absurd (anti (Set.mem_Ici.mpr le_rfl) (Set.mem_Ici.mpr hxy'.le) hxy') (not_lt_of_ge hy)
  have hv : 0 < 2 * Real.exp (-x) - 1 := by linarith
  have hT : T < D / (2 * g) := by
    rw [lt_div_iff₀ (by positivity)]
    nlinarith [mul_pos hD (mul_pos hv hv)]
  have hs := stabilityRoot_sq hD hg hT.le
  have hsq : stabilityRoot D g T ^ 2 = (2 * Real.exp (-x) - 1) ^ 2 :=
    mul_left_cancel₀ hD.ne' (by linear_combination hs + 2 * h0)
  have hroot : stabilityRoot D g T = 2 * Real.exp (-x) - 1 :=
    (sq_eq_sq₀ (Real.sqrt_nonneg _) hv.le).mp hsq
  refine ⟨hT, ?_⟩
  unfold eqStrain
  rw [hroot, show (1 + (2 * Real.exp (-x) - 1)) / 2 = Real.exp (-x) by ring,
    Real.log_exp, neg_neg]
```

At a local minimum $F'(x)=0$. Suppose $u\le1/2$. For $z>x$, put $v=e^{-z}<u$; subtracting $F'(x)=0$ gives

$$F'(z)=-2D(u-v)(1-u-v)<0.$$

So $F$ decreases to the right of $x$, a contradiction. Hence $u>1/2$, and $D-2gT=D(2u-1)^2>0$ gives $T<D/(2g)$. Taking the positive root, $s=2u-1$, so $x=-\ln u=x_0$.

```lean
/-- Quasi-harmonic breakdown: for `D, g > 0` a strain `x` is a strict local minimum of the free
energy exactly when `T < D/(2g)` and `x = -log ((1 + √(1 - 2gT/D)) / 2)`. -/
theorem strict_localMin_iff {D g T x : ℝ} (hD : 0 < D) (hg : 0 < g) :
    (∀ᶠ y in 𝓝[≠] x, freeEnergy D g T x < freeEnergy D g T y) ↔
      T < D / (2 * g) ∧ x = -Real.log ((1 + Real.sqrt (1 - 2 * g * T / D)) / 2) := by
  change _ ↔ T < D / (2 * g) ∧ x = eqStrain D g T
  constructor
  · intro h
    apply eq_eqStrain_of_isLocalMin hD hg
    have h' := eventually_nhdsWithin_iff.mp h
    change ∀ᶠ y in 𝓝 x, freeEnergy D g T x ≤ freeEnergy D g T y
    filter_upwards [h'] with y hy
    by_cases hyx : y = x
    · rw [hyx]
    · exact (hy hyx).le
  · rintro ⟨hT, rfl⟩
    rw [eventually_nhdsWithin_iff]
    filter_upwards [Iio_mem_nhds (eqStrain_lt_log_two hD hg hT)] with y hy hne
    exact freeEnergy_eqStrain_lt hD hg hT hy hne
```

The expression `∀ᶠ y in 𝓝[≠] x` means "for all $y\ne x$ close enough to $x$", so the left side says that $x$ is a strict local minimum. Left to right, a strict minimum is a local minimum and the previous theorem applies. Right to left, the strains below $\ln2$ form a neighbourhood of $x_0$ on which it wins. At $T=D/(2g)$ the stationary point is an inflection.

```lean
/-- For `D, g > 0` the curvature of the free energy at a local minimum is `D s (1 + s)` with
`s = √(1 - 2gT/D)`. -/
theorem stiffness_at_localMin {D g T x : ℝ} (hD : 0 < D) (hg : 0 < g)
    (h : IsLocalMin (freeEnergy D g T) x) :
    HasDerivAt (deriv (freeEnergy D g T))
      (D * stabilityRoot D g T * (1 + stabilityRoot D g T)) x := by
  obtain ⟨-, rfl⟩ := eq_eqStrain_of_isLocalMin hD hg h
  have hd : deriv (freeEnergy D g T) =
      fun y => 2 * D * (Real.exp (-y) * (1 - Real.exp (-y))) - g * T := by
    funext y
    rw [(hasDerivAt_freeEnergy D g T y).deriv]
    ring
  have he := hasDerivAt_exp_neg (eqStrain D g T)
  rw [hd]
  refine (((he.fun_mul (he.const_sub 1)).const_mul (2 * D)).sub_const (g * T)).congr_deriv ?_
  rw [exp_neg_eqStrain]
  ring
```

Differentiating again, $F''=2Du(2u-1)$, which at $u=(1+s)/2$ equals $Ds(1+s)$. The stiffness tends to zero as $T$ approaches the threshold from below.

```lean
/-- For `D, g, T > 0` every strain has another strain of lower free energy, so no strain is a
global minimum. -/
theorem no_global_minimum {D g T : ℝ} (hD : 0 < D) (hg : 0 < g) (hT : 0 < T) (x : ℝ) :
    ∃ y, freeEnergy D g T y < freeEnergy D g T x := by
  have hgT : 0 < g * T := mul_pos hg hT
  obtain ⟨y, hy⟩ : ∃ y, y = |D - freeEnergy D g T x| / (g * T) + 1 := ⟨_, rfl⟩
  have hy0 : 0 ≤ y := by
    rw [hy]
    positivity
  have hlin : g * T * y = |D - freeEnergy D g T x| + g * T := by
    rw [hy, mul_add, mul_div_cancel₀ _ hgT.ne', mul_one]
  -- the Morse energy of an expanded crystal is at most the well depth
  have he1 : Real.exp (-y) ≤ 1 := Real.exp_le_one_iff.mpr (by linarith)
  have he0 := Real.exp_pos (-y)
  have hsq : (1 - Real.exp (-y)) ^ 2 ≤ 1 := by nlinarith
  have hM : D * (1 - Real.exp (-y)) ^ 2 ≤ D := by nlinarith
  refine ⟨y, ?_⟩
  have hF : freeEnergy D g T y = D * (1 - Real.exp (-y)) ^ 2 - g * T * y := rfl
  rw [hF]
  linarith [le_abs_self (D - freeEnergy D g T x)]

end

end MorseQuasiHarmonic
```

For $T>0$, take $y=|D-F(x)|/(gT)+1$. As $y\ge0$, the Morse energy is at most $D$, so

$$F(y)\le D-gTy=D-|D-F(x)|-gT<F(x).$$

For $0<T<D/(2g)$ the minimum at $x_0$ is therefore only metastable.

In an actual quasi-harmonic calculation, static energies and phonon frequencies are computed at a series of fixed volumes, and their total free energy is minimised over volume at each temperature. In this model, $T=3D/(8g)$ gives $s=1/2$, $x_0=\ln(4/3)\approx0.288$ and stiffness $3D/4$, against $2D$ at $T=0$. Above $D/(2g)$ the curve falls throughout, and the lowest computed point is always the most expanded one.

```lean
#print axioms MorseQuasiHarmonic.morse_add_classical_mode
#print axioms MorseQuasiHarmonic.strict_localMin_iff
#print axioms MorseQuasiHarmonic.stiffness_at_localMin
#print axioms MorseQuasiHarmonic.no_global_minimum
```

```
'MorseQuasiHarmonic.morse_add_classical_mode' depends on axioms: [propext, Classical.choice, Quot.sound]
'MorseQuasiHarmonic.strict_localMin_iff' depends on axioms: [propext, Classical.choice, Quot.sound]
'MorseQuasiHarmonic.stiffness_at_localMin' depends on axioms: [propext, Classical.choice, Quot.sound]
'MorseQuasiHarmonic.no_global_minimum' depends on axioms: [propext, Classical.choice, Quot.sound]
```
